# Uniqueness of s-sparse coefficients for unit columns with overlaps below 1/(2s − 1)

Take two unit vectors u and v with |⟨u, v⟩| ≤ μ < 1, and suppose that one signal can be written with either of them alone, as c u = d v. The squared length of the difference is

‖c u − d v‖² = |c|² + |d|² − 2 Re⟨c u, d v⟩ ≥ |c|² + |d|² − 2μ|c||d| ≥ (1 − μ)(|c|² + |d|²).

The last step uses 2|c||d| ≤ |c|² + |d|². The left side is zero and 1 − μ is positive, so c = d = 0. A nonzero signal therefore cannot be a multiple of both vectors. With more nonzero coefficients the argument is the same, except that more cross terms have to be paid for.

## The bound for s nonzero coefficients

Let a_i be finitely many unit vectors, the columns of A, with |⟨a_i, a_j⟩| ≤ μ for i ≠ j. Write A x = ∑ x_i a_i for the signal of a coefficient vector x, and k for the number of nonzero entries of x. For μ ≥ 0,

‖A x‖² ≥ (1 − (k − 1)μ) ∑ |x_i|².

It follows that if (2s − 1)μ < 1, two vectors x and y with at most s nonzero entries each and A x = A y are equal. There may be more columns than the space has dimensions, so A need not be injective on all coefficient vectors.

## Checking a design matrix before a sparse fit

In simulation practice the result bears on linear models with a finite list of candidate terms, such as a cluster expansion of alloy energies, when a fit is meant to keep only a few of them. If the condition holds, an exact fit with at most s terms is the only one of that size, and the selected terms are not an accident of the solver.

The test needs only the Gram matrix of the normalised columns. For a NumPy array `A` with at least two columns, none of them zero:

```python
U = A / np.linalg.norm(A, axis=0)
G = np.abs(U.conj().T @ U)
np.fill_diagonal(G, 0.0)
mu = G.max()
certified = (2*s - 1)*mu < 1
```

Normalising the columns rescales the coefficients but leaves the pattern of zeros unchanged. Multiplying the rows by nonzero weights changes the overlaps but not the set of exact fits, so a pass with or without the weights certifies uniqueness. The noise bound below applies to a weighted residual when the columns are weighted in the same way before they are normalised.

With μ = 0.1 the test certifies up to s = 5. Once μ reaches 1/3 it certifies at most s = 1, so a single pair of similar descriptors is enough to spoil it. A failed test does not show that the fit is ambiguous: linearly independent columns give unique coefficients whatever their overlaps.

## From overlaps to uniqueness

Expand the squared norm into pairs:

‖A x‖² = ∑_i ∑_j Re⟨x_i a_i, x_j a_j⟩.

A diagonal term equals |x_i|², because a_i is a unit vector. An off-diagonal term is at least −μ|x_i||x_j|. Adding and subtracting the diagonal part of the double sum of μ|x_i||x_j| gives

‖A x‖² ≥ (1 + μ) ∑ |x_i|² − μ (∑ |x_i|)².

Only k entries contribute to ∑ |x_i|. Cauchy-Schwarz between the moduli and the vector that is 1 on the nonzero entries and 0 elsewhere gives

(∑ |x_i|)² ≤ k ∑ |x_i|².

Inserting this yields the factor 1 + μ − kμ = 1 − (k − 1)μ, which is the stated bound.

Now let x and y have at most s nonzero entries each, and put z = x − y. An entry of z can be nonzero only where x or y is nonzero, so z has at most 2s nonzero entries, and

‖A z‖² ≥ (1 − (2s − 1)μ) ∑ |z_i|².

If A x = A y, the left side is zero. The factor on the right is positive, so every z_i vanishes and x = y.

The same inequality handles noise. If A x and A y both lie within ε of the data b, the triangle inequality gives ‖A z‖ ≤ 2ε, hence

(1 − (2s − 1)μ) ∑ |x_i − y_i|² ≤ (2ε)².

For s = 2 and μ = 0.1 the two coefficient vectors are at most 2ε/√0.7 ≈ 2.39 ε apart. These are the coefficients of the normalised columns; dividing each by the norm that its column had just before normalisation, weights included, gives the coefficient of the original term. Here ε bounds the norm of the whole residual; for N unweighted data points that norm is √N times the root-mean-square error. With noise, terms with small coefficients can still differ between the two fits.

The strict inequality matters. The four unit vectors from the centre of a regular tetrahedron to its vertices have pairwise overlaps −1/3, so μ = 1/3 and (2s − 1)μ = 1 for s = 2. They sum to zero, and therefore

a_0 + a_1 = −a_2 − a_3,

which is one signal with two different 2-sparse representations.

## The Lean file

```lean
import Mathlib

open Finset

namespace SparseUniqueness

noncomputable section

variable {𝕜 E ι : Type*} [RCLike 𝕜] [NormedAddCommGroup E] [InnerProductSpace 𝕜 E] [Fintype ι]

/-- The signal `A x`: the superposition of the columns `a i` with coefficients `x i`. -/
def synth (a : ι → E) (x : ι → 𝕜) : E := ∑ i, x i • a i

open scoped Classical in
/-- The number of nonzero coefficients of `x`. -/
def nnz (x : ι → 𝕜) : ℕ := (univ.filter (fun i => x i ≠ 0)).card

/-- The columns are normalised and distinct columns overlap by at most `μ` in modulus. -/
def IsIncoherent (𝕜 : Type*) {E ι : Type*} [RCLike 𝕜] [NormedAddCommGroup E]
    [InnerProductSpace 𝕜 E] (a : ι → E) (μ : ℝ) : Prop :=
  (∀ i, ‖a i‖ = 1) ∧ ∀ i j, i ≠ j → ‖inner 𝕜 (a i) (a j)‖ ≤ μ

/-- The signal of a difference of coefficient vectors is the difference of the signals. -/
theorem synth_sub (a : ι → E) (x y : ι → 𝕜) :
    synth a (x - y) = synth a x - synth a y := by
  simp [synth, sub_smul, Finset.sum_sub_distrib]

/-- The difference of two vectors has at most as many nonzero entries as both together. -/
theorem nnz_sub_le (x y : ι → 𝕜) : nnz (x - y) ≤ nnz x + nnz y := by
  classical
  unfold nnz
  refine (card_le_card ?_).trans (card_union_le _ _)
  intro i hi
  simp only [mem_filter, mem_univ, true_and, mem_union, Pi.sub_apply, ne_eq] at hi ⊢
  by_contra hc
  rw [not_or, not_not, not_not] at hc
  exact hi (by simp [hc.1, hc.2])

/-- The squared sum of the moduli is at most the number of nonzero entries times the
sum of the squared moduli. -/
theorem sum_norm_sq_le (x : ι → 𝕜) :
    (∑ i, ‖x i‖) ^ 2 ≤ (nnz x : ℝ) * ∑ i, ‖x i‖ ^ 2 := by
  classical
  -- Cauchy-Schwarz against the indicator of the support
  have h := Finset.sum_mul_sq_le_sq_mul_sq univ
    (fun i => if x i ≠ 0 then (1 : ℝ) else 0) (fun i => ‖x i‖)
  have h1 : ∀ i, (if x i ≠ 0 then (1 : ℝ) else 0) * ‖x i‖ = ‖x i‖ := by
    intro i
    by_cases hi : x i = 0 <;> simp [hi]
  have h2 : ∑ i, (if x i ≠ 0 then (1 : ℝ) else 0) ^ 2 = (nnz x : ℝ) := by
    unfold nnz
    rw [Finset.card_filter]
    push_cast
    refine Finset.sum_congr rfl fun i _ => ?_
    by_cases hi : x i = 0 <;> simp [hi]
  simp only [h1] at h
  rw [h2] at h
  exact h

/-- The squared norm of the signal is bounded below by the squared norm of the coefficients
times `1 - (k - 1) μ`, where `k` is the number of nonzero coefficients. -/
theorem norm_synth_sq_ge {a : ι → E} {μ : ℝ} (h : IsIncoherent 𝕜 a μ) (hμ : 0 ≤ μ)
    (x : ι → 𝕜) :
    (1 - ((nnz x : ℝ) - 1) * μ) * ∑ i, ‖x i‖ ^ 2 ≤ ‖synth a x‖ ^ 2 := by
  classical
  have expand : ‖synth a x‖ ^ 2 =
      ∑ i, ∑ j, RCLike.re (inner 𝕜 (x i • a i) (x j • a j)) := by
    rw [← inner_self_eq_norm_sq (𝕜 := 𝕜), synth, sum_inner, map_sum]
    refine Finset.sum_congr rfl fun i _ => ?_
    rw [inner_sum, map_sum]
  -- diagonal terms are exact, off-diagonal terms are bounded by the overlap
  have term : ∀ i j, (if i = j then (1 + μ) * ‖x i‖ ^ 2 else 0) - μ * (‖x i‖ * ‖x j‖)
      ≤ RCLike.re (inner 𝕜 (x i • a i) (x j • a j)) := by
    intro i j
    by_cases hij : i = j
    · subst hij
      rw [if_pos rfl, inner_self_eq_norm_sq, norm_smul, h.1 i]
      apply le_of_eq
      ring
    · rw [if_neg hij]
      have b := RCLike.abs_re_le_norm (inner 𝕜 (x i • a i) (x j • a j))
      have c : ‖inner 𝕜 (x i • a i) (x j • a j)‖ ≤ μ * (‖x i‖ * ‖x j‖) := by
        rw [inner_smul_left, inner_smul_right, norm_mul, norm_mul, RCLike.norm_conj]
        have d := mul_le_mul_of_nonneg_left (h.2 i j hij)
          (mul_nonneg (norm_nonneg (x i)) (norm_nonneg (x j)))
        linarith
      linarith [(abs_le.mp (b.trans c)).1]
  have total : ∑ i, ∑ j, ((if i = j then (1 + μ) * ‖x i‖ ^ 2 else 0) - μ * (‖x i‖ * ‖x j‖))
      = (1 + μ) * ∑ i, ‖x i‖ ^ 2 - μ * (∑ i, ‖x i‖) ^ 2 := by
    simp only [Finset.sum_sub_distrib, Finset.sum_ite_eq, Finset.mem_univ, if_true,
      ← Finset.mul_sum, ← Finset.sum_mul]
    ring
  have low := Finset.sum_le_sum fun i (_ : i ∈ univ) =>
    Finset.sum_le_sum fun j (_ : j ∈ univ) => term i j
  rw [total, ← expand] at low
  linarith [mul_le_mul_of_nonneg_left (sum_norm_sq_le x) hμ]

/-- Sparse uniqueness: if `(2 s - 1) μ < 1`, two coefficient vectors with at most `s` nonzero
entries each and the same signal are equal. -/
theorem sparse_unique {a : ι → E} {μ : ℝ} (h : IsIncoherent 𝕜 a μ) {s : ℕ}
    (hs : (2 * (s : ℝ) - 1) * μ < 1) {x y : ι → 𝕜} (hx : nnz x ≤ s) (hy : nnz y ≤ s)
    (hxy : synth a x = synth a y) : x = y := by
  -- a negative overlap bound may be replaced by zero
  have h' : IsIncoherent 𝕜 a (max μ 0) :=
    ⟨h.1, fun i j hij => (h.2 i j hij).trans (le_max_left _ _)⟩
  have hM : (2 * (s : ℝ) - 1) * max μ 0 < 1 := by
    rcases le_total μ 0 with h0 | h0
    · rw [max_eq_right h0]
      norm_num
    · rwa [max_eq_left h0]
  have low := norm_synth_sq_ge h' (le_max_right μ 0) (x - y)
  rw [synth_sub, hxy, sub_self, norm_zero] at low
  have hk : (nnz (x - y) : ℝ) ≤ 2 * (s : ℝ) := by
    have hn : nnz (x - y) ≤ 2 * s := by
      have := nnz_sub_le x y
      omega
    exact_mod_cast hn
  have hpos : 0 < 1 - ((nnz (x - y) : ℝ) - 1) * max μ 0 := by
    linarith [mul_le_mul_of_nonneg_right hk (le_max_right μ 0)]
  have hS : ∑ i, ‖(x - y) i‖ ^ 2 ≤ 0 := by
    by_contra hc
    have := mul_pos hpos (not_le.mp hc)
    linarith
  funext i
  have hi : ‖(x - y) i‖ ^ 2 ≤ ∑ i, ‖(x - y) i‖ ^ 2 :=
    Finset.single_le_sum (f := fun i => ‖(x - y) i‖ ^ 2)
      (fun j _ => sq_nonneg _) (Finset.mem_univ i)
  have hz : ‖(x - y) i‖ ^ 2 = 0 := le_antisymm (hi.trans hS) (sq_nonneg _)
  exact sub_eq_zero.mp (norm_eq_zero.mp (pow_eq_zero_iff two_ne_zero |>.mp hz))

/-- If `(2 s - 1) μ < 1` and `x` has at most `s` nonzero entries, every other vector with the
same signal has more than `s` nonzero entries. -/
theorem other_solutions_denser {a : ι → E} {μ : ℝ} (h : IsIncoherent 𝕜 a μ) {s : ℕ}
    (hs : (2 * (s : ℝ) - 1) * μ < 1) {x y : ι → 𝕜} (hx : nnz x ≤ s)
    (hxy : synth a x = synth a y) (hne : x ≠ y) : s < nnz y := by
  by_contra hc
  exact hne (sparse_unique h hs hx (not_lt.mp hc) hxy)

/-- Two fits with at most `s` nonzero coefficients each, both within `ε` of the data `b`, have
coefficients whose squared distance times `1 - (2 s - 1) μ` is at most `(2 ε)²`. -/
theorem sparse_fit_stable {a : ι → E} {μ ε : ℝ} (h : IsIncoherent 𝕜 a μ) (hμ : 0 ≤ μ)
    {s : ℕ} {x y : ι → 𝕜} (hx : nnz x ≤ s) (hy : nnz y ≤ s) {b : E}
    (hbx : ‖synth a x - b‖ ≤ ε) (hby : ‖synth a y - b‖ ≤ ε) :
    (1 - (2 * (s : ℝ) - 1) * μ) * ∑ i, ‖x i - y i‖ ^ 2 ≤ (2 * ε) ^ 2 := by
  have low := norm_synth_sq_ge h hμ (x - y)
  simp only [Pi.sub_apply] at low
  have hk : (nnz (x - y) : ℝ) ≤ 2 * (s : ℝ) := by
    have hn : nnz (x - y) ≤ 2 * s := by
      have := nnz_sub_le x y
      omega
    exact_mod_cast hn
  have hcoef : 1 - (2 * (s : ℝ) - 1) * μ ≤ 1 - ((nnz (x - y) : ℝ) - 1) * μ := by
    linarith [mul_le_mul_of_nonneg_right hk hμ]
  have hS : 0 ≤ ∑ i, ‖x i - y i‖ ^ 2 := Finset.sum_nonneg fun i _ => sq_nonneg _
  -- the two signals differ by at most twice the residual bound `ε`
  have hd : ‖synth a (x - y)‖ ≤ 2 * ε := by
    have e : synth a (x - y) = (synth a x - b) - (synth a y - b) := by
      rw [synth_sub]
      abel
    rw [e]
    linarith [norm_sub_le (synth a x - b) (synth a y - b)]
  exact (mul_le_mul_of_nonneg_right hcoef hS).trans
    (low.trans (pow_le_pow_left₀ (norm_nonneg _) hd 2))

/-- Alternating corners of a cube, one per row. -/
def corners : Matrix (Fin 4) (Fin 3) ℝ := !![1, 1, 1; 1, -1, -1; -1, 1, -1; -1, -1, 1]

/-- The four unit vectors from the centre of a regular tetrahedron to its vertices. -/
def tetra (i : Fin 4) : EuclideanSpace ℝ (Fin 3) :=
  WithLp.toLp 2 (fun k => (√3)⁻¹ * corners i k)

/-- The overlap of two tetrahedral directions is a third of the product of the cube corners. -/
theorem tetra_inner (i j : Fin 4) :
    inner ℝ (tetra i) (tetra j) = (∑ k, corners i k * corners j k) / 3 := by
  have hc : (√3)⁻¹ * (√3)⁻¹ = (1 / 3 : ℝ) := by
    rw [← mul_inv, Real.mul_self_sqrt (by norm_num)]
    norm_num
  rw [Finset.sum_div]
  simp only [tetra, PiLp.inner_apply, RCLike.inner_apply, conj_trivial]
  refine Finset.sum_congr rfl fun k _ => ?_
  linear_combination (corners i k * corners j k) * hc

/-- Sharpness: the tetrahedral directions have `μ = 1/3`, so `(2 s - 1) μ = 1` for `s = 2`, and
two different vectors with two nonzero entries each give the same signal. -/
theorem tetra_sharp :
    IsIncoherent ℝ tetra (1 / 3) ∧ (2 * ((2 : ℕ) : ℝ) - 1) * (1 / 3) = 1 ∧
    nnz (![1, 1, 0, 0] : Fin 4 → ℝ) = 2 ∧ nnz (![0, 0, -1, -1] : Fin 4 → ℝ) = 2 ∧
    synth tetra (![1, 1, 0, 0] : Fin 4 → ℝ) = synth tetra (![0, 0, -1, -1] : Fin 4 → ℝ) ∧
    (![1, 1, 0, 0] : Fin 4 → ℝ) ≠ ![0, 0, -1, -1] := by
  refine ⟨⟨fun i => ?_, fun i j hij => ?_⟩, by norm_num, ?_, ?_, ?_, ?_⟩
  · have h : ‖tetra i‖ ^ 2 = 1 := by
      rw [← real_inner_self_eq_norm_sq, tetra_inner]
      fin_cases i <;> norm_num [corners, Fin.sum_univ_succ]
    exact (pow_eq_one_iff_of_nonneg (norm_nonneg _) two_ne_zero).mp h
  · rw [tetra_inner, Real.norm_eq_abs, abs_le]
    fin_cases i <;> fin_cases j <;>
      first
        | exact absurd rfl hij
        | norm_num [corners, Fin.sum_univ_succ]
  · unfold nnz
    rw [Finset.card_filter, Fin.sum_univ_four]
    simp
  · unfold nnz
    rw [Finset.card_filter, Fin.sum_univ_four]
    simp
  · ext k
    fin_cases k <;> simp [synth, tetra, corners, Fin.sum_univ_four]
  · intro h
    have h0 := congrFun h 0
    simp at h0

end

end SparseUniqueness
```

```lean
#print axioms SparseUniqueness.sparse_unique
-- 'SparseUniqueness.sparse_unique' depends on axioms: [propext, Classical.choice, Quot.sound]
#print axioms SparseUniqueness.other_solutions_denser
-- 'SparseUniqueness.other_solutions_denser' depends on axioms: [propext, Classical.choice, Quot.sound]
#print axioms SparseUniqueness.sparse_fit_stable
-- 'SparseUniqueness.sparse_fit_stable' depends on axioms: [propext, Classical.choice, Quot.sound]
#print axioms SparseUniqueness.tetra_sharp
-- 'SparseUniqueness.tetra_sharp' depends on axioms: [propext, Classical.choice, Quot.sound]
```

## Exact zeros, finitely many columns and a given overlap bound

The main theorem is `sparse_unique`. In words: given a finite family `a` of unit vectors whose distinct members overlap by at most `μ` in modulus, and a natural number `s` with (2s − 1)μ < 1, any two coefficient vectors with at most `s` nonzero entries each and equal signals are equal.

- `𝕜` is the field of real or complex numbers, and `E` is any inner product space over it, possibly infinite-dimensional. The columns can thus be data vectors or functions.
- `ι` labels the columns and is finite. `synth a x` is A x.
- `nnz x` counts entries that differ from zero exactly. A coefficient of 10⁻¹² counts as nonzero.
- `IsIncoherent 𝕜 a μ` is the assumption on the columns. For `μ` well below 1 it says that no two candidate terms produce nearly proportional responses in the data; for `μ` ≥ 1 it only says that the columns are normalised. Any valid upper bound `μ` will do; it need not be the largest overlap.
- `s` is converted to a real number before 1 is subtracted, so s = 0 is allowed and gives 2s − 1 = −1.

`other_solutions_denser` restates the result for a solver: once a representation with at most `s` nonzero entries is found, every other exact representation has more than `s`. `sparse_fit_stable` is the noise bound. It assumes μ ≥ 0. It does not assume that the factor 1 − (2s − 1)μ is positive, but it constrains the coefficients only when that is so. `tetra_sharp` shows that `<` cannot be weakened to `≤` at s = 2.

The theorems compare representations that are already given. They do not say that a sparse representation exists, or that a greedy or ℓ1-penalised solver will find it. They also concern exact arithmetic, so the NumPy test above, which works with rounded overlaps, needs some margin near the threshold.

The proof follows the derivation closely. `sum_norm_sq_le` is the Cauchy-Schwarz step, applied to the indicator of the nonzero entries and the moduli. In `norm_synth_sq_ge`, `expand` writes the squared norm as a double sum, `term` bounds each pair from below, and `total` evaluates the sum of those bounds. The closing `linarith` inserts the Cauchy-Schwarz estimate multiplied by `μ`.

`nnz_sub_le` counts the nonzero entries of a difference, and `synth_sub` is the linearity of A. `sparse_unique` applies the lower bound to `x - y`. It first replaces `μ` by `max μ 0`, since the lower bound requires a nonnegative `μ`; a negative one can occur only when there are fewer than two columns. The step `hpos` shows that the factor is positive, `hS` concludes that the sum of squares is at most zero, and each entry of the difference must then vanish.

`sparse_fit_stable` uses the same count and lower bound, with the triangle inequality in `hd`. For the tetrahedron, `tetra_inner` reduces overlaps to products of cube corners, and `fin_cases` runs through all index pairs.
